# Among Finite Simple Graphs, a Ring Is Determined by Its Adjacency Spectrum

In Hückel theory the π electrons of an annulene, here any ring of $n\ge3$ carbon atoms that each contribute one p orbital, occupy levels fixed by which atoms are bonded. Suppose that all $n$ levels are known, with their degeneracies. Could another carbon skeleton, perhaps branched or in several parts, have the same levels?

Let $A$ be the adjacency matrix of a skeleton $G$: $A_{ij}=1$ if atoms $i$ and $j$ are bonded, and $0$ otherwise. The Hückel Hamiltonian is $\alpha 1+\beta A$, where $\alpha$ is the energy of a carbon p orbital and $\beta\neq0$ the coupling between bonded neighbours. Each level is $\alpha+\beta\lambda$ with $\lambda$ an eigenvalue of $A$, so for common $\alpha$ and $\beta$ it suffices to compare adjacency matrices.

**Claim.** For $n\ge3$, a finite simple graph has the adjacency characteristic polynomial of the $n$-cycle exactly when it is isomorphic to the $n$-cycle.

## From the spectrum to the ring

Relabelling atoms conjugates $A$ by a permutation matrix and leaves $\det(x1-A)$ unchanged, so isomorphic graphs have equal polynomials.

Conversely, let $B$ be the adjacency matrix of the $n$-cycle and let the polynomials agree. Their degrees agree, so $G$ has $n$ atoms. Both matrices are real symmetric with the same eigenvalues; diagonalising each gives $A=UBU^T$ with $U$ orthogonal.

**Every atom has two neighbours.** Let $d_v$ be the number of neighbours of atom $v$. Since $(A^2)_{vv}=d_v$,
$$\sum_v d_v=\operatorname{tr}A^2=\operatorname{tr}B^2=2n.$$
The ring's Laplacian $L=2-B$ satisfies $y^TLy=\sum_{\text{bonds }ij}(y_i-y_j)^2\ge0$. Let $e=(1,\dots,1)^T$ and $y=U^Te$. As $2-A=ULU^T$ and $((2-A)e)_v=2-d_v$,
$$y^TLy=e^T(2-A)e=2n-\sum_v d_v=0.$$
Hence $y$ is equal across every bond, and $(Ly)_i=\sum_{j\sim i}(y_i-y_j)=0$, the sum running over the neighbours $j$ of $i$. So $(2-A)e=ULy=0$, that is, $d_v=2$ for all $v$.

**$G$ is connected.** Now $2-A$ is the Laplacian of $G$. The kernel of $L$ consists of the constant vectors, because the ring is connected, so the kernel of $2-A=ULU^T$ is also one-dimensional. If $G$ were disconnected, that kernel would contain both $e$ and the indicator of one component, which are independent.

**$G$ is one ring.** Walk from an atom, never turning straight back. The first atom met twice is the starting one, since any other has both its bonds already used. The closed path has at least three atoms, and none has a further bond. By connectedness it contains every atom, and numbering along it gives the isomorphism.

## Skeletons as finite graphs

A skeleton is a `SimpleGraph` on a finite type `V`, with no loops or multiple bonds.

In Lean 4 with Mathlib:

```lean
import Mathlib

open Matrix SimpleGraph

namespace AnnuleneSpectrum

variable {V W : Type*} [Fintype V] [DecidableEq V] [Fintype W] [DecidableEq W]
```

`G ≃g H` is a relabelling that preserves bonds in both directions, and `charpoly` is $\det(x1-A)$. The first lemma is the permutation argument.

```lean
/-- Isomorphic skeletons have the same adjacency characteristic polynomial. -/
theorem charpoly_eq_of_iso {G : SimpleGraph V} {H : SimpleGraph W} [DecidableRel G.Adj]
    [DecidableRel H.Adj] (e : G ≃g H) :
    (G.adjMatrix ℝ).charpoly = (H.adjMatrix ℝ).charpoly := by
  rw [← charpoly_reindex e.toEquiv (G.adjMatrix ℝ)]
  congr 1
  ext i j
  have h1 : G.Adj (e.toEquiv.symm i) (e.toEquiv.symm j) ↔ H.Adj i j := e.symm.map_adj_iff
  simp only [reindex_apply, submatrix_apply, adjMatrix_apply, h1]
```

## Orthogonal similarity and the Laplacian

The spectral theorem diagonalises both matrices. Equal polynomials give equal eigenvalue lists, and the product of the two eigenbases, `P * Qᵀ`, is the required $U$.

```lean
/-- Real symmetric matrices with the same characteristic polynomial are related by an
orthogonal change of basis. -/
theorem orthogonally_similar {A B : Matrix V V ℝ} (hA : A.IsHermitian) (hB : B.IsHermitian)
    (h : A.charpoly = B.charpoly) : ∃ U : Matrix V V ℝ, U * Uᵀ = 1 ∧ A = U * B * Uᵀ := by
  have diag : ∀ {M : Matrix V V ℝ} (hM : M.IsHermitian),
      ∃ P : Matrix V V ℝ, P * Pᵀ = 1 ∧ M = P * diagonal hM.eigenvalues * Pᵀ := by
    intro M hM
    refine ⟨hM.eigenvectorUnitary, ?_, ?_⟩ <;> rw [← conjTranspose_eq_transpose_of_trivial]
    · exact mem_unitaryGroup_iff.1 hM.eigenvectorUnitary.2
    · exact hM.spectral_theorem
  obtain ⟨P, hP, hPA⟩ := diag hA
  obtain ⟨Q, hQ, hQB⟩ := diag hB
  rw [(hA.eigenvalues_eq_eigenvalues_iff hB).2 h] at hPA
  have hQ' : Qᵀ * Q = 1 := mul_eq_one_comm.1 hQ
  -- pass from the eigenbasis of `B` to that of `A`
  refine ⟨P * Qᵀ, ?_, ?_⟩ <;> rw [transpose_mul, transpose_transpose]
  · calc P * Qᵀ * (Q * Pᵀ) = P * (Qᵀ * Q) * Pᵀ := by noncomm_ring
      _ = 1 := by rw [hQ', mul_one, hP]
  · calc A = P * (Qᵀ * Q) * diagonal hB.eigenvalues * (Qᵀ * Q) * Pᵀ := by
          rw [hQ', mul_one, mul_one]; exact hPA
      _ = P * Qᵀ * (Q * diagonal hB.eigenvalues * Qᵀ) * (Q * Pᵀ) := by noncomm_ring
      _ = P * Qᵀ * B * (Q * Pᵀ) := by rw [← hQB]
```

The next lemma identifies $2-A$ with the Laplacian when all degrees are two.

```lean
/-- The Laplacian of a skeleton in which every atom has two neighbours is `2 - A`. -/
theorem lapMatrix_eq {C : SimpleGraph V} [DecidableRel C.Adj] (hC : C.IsRegularOfDegree 2) :
    C.lapMatrix ℝ = (2 : ℝ) • (1 : Matrix V V ℝ) - C.adjMatrix ℝ := by
  unfold lapMatrix degMatrix
  congr 1
  ext i j
  simp [diagonal_apply, one_apply, hC i]
```

## Two neighbours and one component

Here `C` is the reference graph, not a matrix; it may be any connected graph of degree two on the same atoms as `G`. `ht` is the trace identity, `hq` the vanishing quadratic form, and `hz` the conclusion $Ly=0$. `key` says that every vector constant on the components of `G` is a multiple of $Ue$. Applied to $e$ and to a component's indicator, it contradicts the existence of an atom `w` not reachable from `v`.

```lean
/-- A skeleton with the adjacency characteristic polynomial of a connected skeleton whose atoms
all have two neighbours is itself connected with two neighbours at every atom. -/
theorem regular_and_connected {G C : SimpleGraph V} [DecidableRel G.Adj] [DecidableRel C.Adj]
    (hC : C.IsRegularOfDegree 2) (hc : C.Connected)
    (h : (G.adjMatrix ℝ).charpoly = (C.adjMatrix ℝ).charpoly) :
    G.IsRegularOfDegree 2 ∧ G.Connected := by
  have herm : ∀ (K : SimpleGraph V) [DecidableRel K.Adj], (K.adjMatrix ℝ).IsHermitian :=
    fun K _ => by rw [IsHermitian, conjTranspose_eq_transpose_of_trivial, transpose_adjMatrix]
  obtain ⟨U, hU, hs⟩ := orthogonally_similar (herm G) (herm C) h
  have hU' : Uᵀ * U = 1 := mul_eq_one_comm.1 hU
  have hL : (2 : ℝ) • (1 : Matrix V V ℝ) - G.adjMatrix ℝ = U * C.lapMatrix ℝ * Uᵀ := by
    rw [lapMatrix_eq hC, hs, mul_sub, sub_mul, mul_smul_comm, smul_mul_assoc, mul_one, hU]
  -- the trace of `A²` is the sum of the degrees, so the two graphs have equal degree sums
  have ht : ∑ v, (G.degree v : ℝ) = ∑ v, (C.degree v : ℝ) := by
    have h2 : (G.adjMatrix ℝ * G.adjMatrix ℝ).trace = (C.adjMatrix ℝ * C.adjMatrix ℝ).trace := by
      calc _ = (U * C.adjMatrix ℝ * (Uᵀ * U) * C.adjMatrix ℝ * Uᵀ).trace := by
            rw [hs]; congr 1; noncomm_ring
        _ = _ := by
            rw [hU', mul_one, trace_mul_comm, mul_assoc U, ← mul_assoc Uᵀ, hU', one_mul]
    simpa only [trace, diag_apply, adjMatrix_mul_self_apply_self] using h2
  have hrow : ∀ v, (((2 : ℝ) • (1 : Matrix V V ℝ) - G.adjMatrix ℝ) *ᵥ Function.const V 1) v
      = 2 - G.degree v := by
    intro v
    rw [sub_mulVec, Pi.sub_apply, adjMatrix_mulVec_const_apply, smul_mulVec, one_mulVec]
    simp
  -- `Uᵀe`, with `e` the all-ones vector, has zero quadratic form in the Laplacian of `C`,
  -- so it lies in the kernel of that Laplacian
  have hq : (Uᵀ *ᵥ Function.const V 1) ⬝ᵥ (C.lapMatrix ℝ *ᵥ (Uᵀ *ᵥ Function.const V 1)) = 0 := by
    rw [mulVec_transpose U, ← dotProduct_mulVec, ← mulVec_transpose U, mulVec_mulVec,
      mulVec_mulVec, ← hL]
    simp only [dotProduct, hrow, Function.const_apply, one_mul, Finset.sum_sub_distrib, ht]
    simp [hC.degree_eq]
  have hz := ((posSemidef_lapMatrix ℝ C).dotProduct_mulVec_zero_iff _).1
    (by rw [star_trivial]; exact hq)
  have hG : G.IsRegularOfDegree 2 := by
    intro v
    have h3 := hrow v
    rw [hL, ← mulVec_mulVec, ← mulVec_mulVec, hz, mulVec_zero, Pi.zero_apply] at h3
    have h4 : (G.degree v : ℝ) = 2 := by linarith
    exact_mod_cast h4
  rw [← lapMatrix_eq hG] at hL
  have hcomm : C.lapMatrix ℝ * Uᵀ = Uᵀ * G.lapMatrix ℝ := by
    rw [hL, ← mul_assoc, ← mul_assoc, hU', one_mul]
  obtain ⟨o⟩ := hc.nonempty
  have : Nonempty V := ⟨o⟩
  -- the Laplacian kernel of `G` is spanned by one vector
  have key : ∀ x : V → ℝ, (∀ i j, G.Reachable i j → x i = x j) →
      ∃ c : ℝ, ∀ i, x i = c * (U *ᵥ fun _ => (1 : ℝ)) i := by
    intro x hx
    have h0 : C.lapMatrix ℝ *ᵥ (Uᵀ *ᵥ x) = 0 := by
      rw [mulVec_mulVec, hcomm, ← mulVec_mulVec,
        (G.lapMatrix_mulVec_eq_zero_iff_forall_reachable).2 hx, mulVec_zero]
    obtain ⟨c, hk⟩ : ∃ c : ℝ, Uᵀ *ᵥ x = c • fun _ => (1 : ℝ) :=
      ⟨(Uᵀ *ᵥ x) o, funext fun j => ((C.lapMatrix_mulVec_eq_zero_iff_forall_reachable).1 h0 j o
        (hc.preconnected j o)).trans (mul_one _).symm⟩
    have h1 : x = c • (U *ᵥ fun _ => (1 : ℝ)) := by
      rw [← mulVec_smul, ← hk, mulVec_mulVec, hU, one_mulVec]
    exact ⟨c, fun i => congrFun h1 i⟩
  refine ⟨hG, Connected.mk fun v w => ?_⟩
  by_contra hvw
  classical
  -- the indicator of a component would be a second kernel vector
  obtain ⟨c, hx⟩ := key (fun u => if G.Reachable v u then 1 else 0) (fun i j hij => by
    have h5 : G.Reachable v i ↔ G.Reachable v j := ⟨fun r => r.trans hij, fun r => r.trans hij.symm⟩
    simp only [h5])
  obtain ⟨d, h1⟩ := key (fun _ => 1) (fun _ _ _ => rfl)
  have hv := (if_pos (Reachable.refl v)).symm.trans (hx v)
  have hw := (if_neg hvw).symm.trans (hx w)
  have hd := h1 w
  rcases mul_eq_zero.1 hw.symm with h6 | h6
  · rw [h6, zero_mul] at hv
    exact one_ne_zero hv
  · rw [h6, mul_zero] at hd
    exact one_ne_zero hd
```

## Numbering the atoms around the ring

`cycleGraph n` has the atoms $0,\dots,n-1$, with neighbours differing by one modulo $n$.

```lean
/-- For `n ≥ 3` the `n`-cycle is connected and each of its atoms has two neighbours. -/
theorem cycle_regular_connected {n : ℕ} (hn : 3 ≤ n) :
    (cycleGraph n).IsRegularOfDegree 2 ∧ (cycleGraph n).Connected := by
  obtain ⟨m, rfl⟩ := Nat.exists_eq_add_of_le' hn
  exact ⟨fun v => cycleGraph_degree_three_le, cycleGraph_connected⟩
```

Mathlib supplies a closed cycle `p` through the whole component, and `F` lists its atoms in order. `hadj` shows that ring neighbours are bonded in `G`; `hrev` excludes further bonds by counting neighbours.

```lean
/-- A connected finite skeleton in which every atom has two neighbours is a single ring. -/
theorem iso_cycle {G : SimpleGraph V} [DecidableRel G.Adj] (hG : G.IsRegularOfDegree 2)
    (hc : G.Connected) : Nonempty (G ≃g cycleGraph (Fintype.card V)) := by
  have hcyc : G.IsCycles := by
    intro v _
    rw [Set.ncard_eq_toFinset_card']
    exact hG v
  obtain ⟨v⟩ := hc.nonempty
  obtain ⟨p, hp, hs⟩ := hcyc.exists_cycle_toSubgraph_verts_eq_connectedComponentSupp
    (c := G.connectedComponentMk v) (v := v) rfl
    ((G.degree_pos_iff_exists_adj v).1 (by rw [hG v]; norm_num))
  have h3 := hp.three_le_length
  -- number the atoms along the closed walk
  let F : Fin p.length → V := fun i => p.getVert i
  have hinj : Function.Injective F := by
    intro i j hij
    have hm : ∀ k : Fin p.length, k.val ≤ p.length - 1 := fun k => by omega
    exact Fin.ext (hp.getVert_injOn' (hm i) (hm j) hij)
  have hsurj : Function.Surjective F := by
    intro w
    have hw : w ∈ p.support := by
      rw [← Walk.mem_verts_toSubgraph, hs]
      exact ConnectedComponent.eq.2 (hc.preconnected w v)
    obtain ⟨k, hk, hkl⟩ := Walk.mem_support_iff_exists_getVert.1 hw
    rcases hkl.lt_or_eq with hlt | heq
    · exact ⟨⟨k, hlt⟩, hk⟩
    · rw [heq, Walk.getVert_length] at hk
      exact ⟨⟨0, by omega⟩, (Walk.getVert_zero p).trans hk⟩
  have hcard : p.length = Fintype.card V := by
    simpa using Fintype.card_of_bijective ⟨hinj, hsurj⟩
  have step : ∀ i j : Fin p.length, (j - i).val = 1 → G.Adj (F i) (F j) := by
    intro i j hij
    change (p.length - i.val + j.val) % p.length = 1 at hij
    have ha := p.adj_getVert_succ i.2
    change G.Adj (p.getVert i.val) (p.getVert j.val)
    rcases lt_or_ge j.val i.val with hlt | hge
    · rw [Nat.mod_eq_of_lt (by omega)] at hij
      rw [show i.val + 1 = p.length by omega, Walk.getVert_length] at ha
      rwa [show j.val = 0 by omega, Walk.getVert_zero]
    · rw [Nat.mod_eq_sub_mod (by omega), Nat.mod_eq_of_lt (by omega)] at hij
      rwa [show j.val = i.val + 1 by omega]
  have hadj : ∀ i j, (cycleGraph p.length).Adj i j → G.Adj (F i) (F j) := fun i j hij =>
    (cycleGraph_adj'.1 hij).elim (fun h => (step j i h).symm) (step i j)
  -- both graphs have degree two, so there are no further bonds
  have hrev : ∀ i j, G.Adj (F i) (F j) → (cycleGraph p.length).Adj i j := by
    intro i j hij
    have himg : ((cycleGraph p.length).neighborFinset i).image F = G.neighborFinset (F i) := by
      apply Finset.eq_of_subset_of_card_le
      · intro w hw
        obtain ⟨k, hk, rfl⟩ := Finset.mem_image.1 hw
        exact (mem_neighborFinset _ _ _).2 (hadj i k ((mem_neighborFinset _ _ _).1 hk))
      · rw [Finset.card_image_of_injective _ hinj, card_neighborFinset_eq_degree,
          card_neighborFinset_eq_degree, hG (F i), (cycle_regular_connected h3).1 i]
    have hm : F j ∈ G.neighborFinset (F i) := (mem_neighborFinset _ _ _).2 hij
    rw [← himg] at hm
    obtain ⟨k, hk, hkj⟩ := Finset.mem_image.1 hm
    rw [← hinj hkj]
    exact (mem_neighborFinset _ _ _).1 hk
  rw [← hcard]
  let f : cycleGraph p.length ≃g G :=
    ⟨Equiv.ofBijective F ⟨hinj, hsurj⟩, fun {i j} => ⟨hrev i j, hadj i j⟩⟩
  exact ⟨f.symm⟩
```

## The equivalence for annulenes

The theorem assumes neither that `G` is connected nor that it has $n$ atoms. Its proof reads the number of atoms from the polynomial's degree, then transfers the ring to the type `V` so that the earlier lemma applies.

Within Hückel theory, if the same $\alpha$ and $\beta$ hold for all the skeletons compared, the complete list of orbital energies therefore identifies an annulene's skeleton. A real molecule can depart from this model: its electrons interact, and the couplings are unequal in an annulene with alternating bond lengths.

```lean
/-- For `n ≥ 3`, a finite simple graph has the adjacency characteristic polynomial of the
`n`-cycle, the skeleton of the `n`-annulene, exactly when it is isomorphic to the `n`-cycle. -/
theorem annulene_determined_by_spectrum {n : ℕ} (hn : 3 ≤ n) (G : SimpleGraph V)
    [DecidableRel G.Adj] :
    (G.adjMatrix ℝ).charpoly = ((cycleGraph n).adjMatrix ℝ).charpoly ↔
      Nonempty (G ≃g cycleGraph n) := by
  refine ⟨fun h => ?_, fun ⟨e⟩ => charpoly_eq_of_iso e⟩
  -- the degree of the polynomial counts the atoms
  have hcard : Fintype.card V = n := by
    have h1 := congrArg Polynomial.natDegree h
    rwa [charpoly_natDegree_eq_dim, charpoly_natDegree_eq_dim, Fintype.card_fin] at h1
  subst hcard
  obtain ⟨hr, hc⟩ := cycle_regular_connected hn
  -- place the ring on the atoms of `G`
  let f := SimpleGraph.Iso.comap (Fintype.equivFin V) (cycleGraph (Fintype.card V))
  have hr' : ((cycleGraph (Fintype.card V)).comap (Fintype.equivFin V)).IsRegularOfDegree 2 := by
    intro v
    rw [← card_neighborSet_eq_degree, Fintype.card_congr (f.mapNeighborSet v),
      card_neighborSet_eq_degree]
    exact hr _
  obtain ⟨hG, hGc⟩ := regular_and_connected hr' (f.connected_iff.2 hc)
    (h.trans (charpoly_eq_of_iso f).symm)
  exact iso_cycle hG hGc

end AnnuleneSpectrum
```

```lean
#print axioms AnnuleneSpectrum.annulene_determined_by_spectrum
```

```
'AnnuleneSpectrum.annulene_determined_by_spectrum' depends on axioms: [propext, Classical.choice, Quot.sound]
```
